# Contractions and trace of the particle-hole matrix at sharp particle number

Take \(r\) fermion modes, numbered \(0,\dots,r-1\), with annihilators \(a_i\) in a ring \(A\) that has an adjoint operation \(*\). The creator of mode \(i\) is \(a_i^*\). The canonical anticommutation relations (CAR) are

\[
a_ia_j+a_ja_i=0,\qquad a_ia_j^*+a_j^*a_i=\delta_{ij}.
\]

The number operator is \(\hat N=\sum_j a_j^*a_j\). From part (d) on, \(A\) is also a complex algebra, and a linear functional \(w:A\to\mathbb C\) supplies expectation values. It defines the one-particle matrix and the particle-hole matrix,

\[
g(i,k)=w(a_i^*a_k),\qquad G(ij,kl)=w(a_i^*a_j\,a_l^*a_k),
\]

where \(ij\) labels the row of \(G\) and \(kl\) the column. Note the order of \(l\) and \(k\) in the operator string.

Parts (e) and (f) assume \(w(1)=1\) and \(w(x\hat N)=N\,w(x)\) for every \(x\in A\). The second condition stands for a sharp particle number: it holds for \(w(x)=\langle\Psi|x\Psi\rangle\) when \(\hat N\Psi=N\Psi\), and for mixtures of such states with the same \(N\). Positivity of \(w\) is not assumed.

In the code, `a : Fin r → A` is the family of annihilators, `star` is the adjoint, and `IsCAR a` holds the two relations. No Fock space is chosen, and the number of modes is finite.

In Lean 4 with Mathlib:

```lean
import Mathlib

open Matrix

namespace ParticleHoleContraction

noncomputable section

variable {r : ℕ} {A : Type*} [Ring A] [StarRing A]

/-- The canonical anticommutation relations for `r` annihilators `a i`, with creators
`star (a i)`. -/
structure IsCAR (a : Fin r → A) : Prop where
  anti : ∀ i j, a i * a j + a j * a i = 0
  mixed : ∀ i j, a i * star (a j) + star (a j) * a i = if i = j then 1 else 0

/-- The particle-number operator, written `Nop` in the comments: the sum of `a_j* a_j` over all
modes. -/
def numberOp (a : Fin r → A) : A := ∑ j, star (a j) * a j
```

## (a) An annihilator lowers the particle number

Show that

\[
\hat N a_k=a_k\hat N-a_k .
\]

**Solution.** Move \(a_k\) to the left through one mode, using first one relation and then the other:

\[
a_j^*a_ja_k=-a_j^*a_ka_j=-(\delta_{kj}-a_ka_j^*)a_j=a_ka_j^*a_j-\delta_{kj}a_j .
\]

Summing over \(j\) gives the claim.

In the proof, `key` is this one-mode identity. The fact `e` is the first relation multiplied by \(a_j^*\) from the left, and `noncomm_ring` compares the products without letting factors commute.

```lean
/-- For modes that obey the CAR, an annihilator lowers the particle number by one:
`Nop a_k = a_k Nop - a_k`. -/
theorem numberOp_mul_annihilator {a : Fin r → A} (h : IsCAR a) (k : Fin r) :
    numberOp a * a k = a k * numberOp a - a k := by
  -- move `a k` to the left through each mode
  have key : ∀ j, star (a j) * a j * a k
      = a k * (star (a j) * a j) - (if k = j then 1 else 0) * a j := by
    intro j
    have e : star (a j) * (a j * a k + a k * a j) = 0 := by rw [h.anti, mul_zero]
    rw [← h.mixed k j]
    linear_combination (norm := noncomm_ring) e
  unfold numberOp
  rw [Finset.sum_mul, Finset.sum_congr rfl fun j _ => key j, Finset.sum_sub_distrib,
    ← Finset.mul_sum]
  simp
```

## (b) Counting holes

Show that

\[
\sum_j a_ja_j^*=r-\hat N .
\]

**Solution.** For equal indices the mixed relation reads \(a_ja_j^*+a_j^*a_j=1\). Summed over the \(r\) modes, it gives \(\sum_j a_ja_j^*+\hat N=r\).

The theorem states the claim as displayed, with `(r : A)` as \(r\) times the identity; its proof first moves \(\hat N\) to the left-hand side, which gives this last form.

```lean
/-- For modes that obey the CAR, the operator that counts holes, the sum of `a_j a_j*`, is the
number of modes minus the particle-number operator. -/
theorem sum_holes {a : Fin r → A} (h : IsCAR a) :
    ∑ j, a j * star (a j) = (r : A) - numberOp a := by
  rw [eq_sub_iff_add_eq, numberOp, ← Finset.sum_add_distrib]
  simp [h.mixed]
```

## (c) Summing over the outer pair

Show that

\[
\sum_i a_i^*a_ja_l^*a_i=\delta_{jl}\hat N-\left(a_l^*a_j\hat N-a_l^*a_j\right).
\]

**Solution.** Replace the inner pair by \(a_ja_l^*=\delta_{jl}-a_l^*a_j\):

\[
a_i^*a_ja_l^*a_i=\delta_{jl}a_i^*a_i-a_i^*a_l^*a_ja_i .
\]

The adjoint of the first relation says that creators anticommute. Exchanging the two creators and the two annihilators costs two signs, which cancel, so \(a_i^*a_l^*a_ja_i=a_l^*a_i^*a_ia_j\). Summing over \(i\) and using (a),

\[
\delta_{jl}\hat N-a_l^*\hat Na_j=\delta_{jl}\hat N-a_l^*(a_j\hat N-a_j).
\]

In the code, `m` handles the inner pair, `s` is the anticommutation of creators, and `p` and `q` are the two exchanges.

```lean
/-- For modes that obey the CAR, summing `a_i* a_j a_l* a_i` over the outer mode `i` gives
`delta_jl Nop - (a_l* a_j Nop - a_l* a_j)`. -/
theorem sum_outer {a : Fin r → A} (h : IsCAR a) (j l : Fin r) :
    ∑ i, star (a i) * a j * star (a l) * a i
      = (if j = l then 1 else 0) * numberOp a
        - (star (a l) * a j * numberOp a - star (a l) * a j) := by
  have key : ∀ i, star (a i) * a j * star (a l) * a i
      = (if j = l then 1 else 0) * (star (a i) * a i)
        - star (a l) * (star (a i) * a i) * a j := by
    intro i
    have m : star (a i) * (a j * star (a l) + star (a l) * a j) * a i
        = (if j = l then 1 else 0) * (star (a i) * a i) := by
      rw [h.mixed]
      split_ifs <;> simp
    -- creators anticommute, by taking the adjoint of the relation for annihilators
    have s : star (a i) * star (a l) + star (a l) * star (a i) = 0 := by
      simpa only [star_add, star_mul, star_zero] using congrArg star (h.anti l i)
    have p : (star (a i) * star (a l) + star (a l) * star (a i)) * (a j * a i) = 0 := by
      rw [s, zero_mul]
    have q : star (a l) * star (a i) * (a j * a i + a i * a j) = 0 := by
      rw [h.anti, mul_zero]
    rw [← m]
    linear_combination (norm := noncomm_ring) q - p
  rw [Finset.sum_congr rfl fun i _ => key i, Finset.sum_sub_distrib, ← Finset.mul_sum,
    ← Finset.sum_mul, ← Finset.mul_sum]
  change _ * numberOp a - star (a l) * numberOp a * a j = _
  rw [mul_assoc (star (a l)) (numberOp a), numberOp_mul_annihilator h, mul_sub,
    ← mul_assoc (star (a l))]
```

## (d) Summing over the inner pair

Show that

\[
\sum_j a_i^*a_ja_j^*a_k=(r+1)\,a_i^*a_k-a_i^*a_k\hat N .
\]

**Solution.** Use (b) for the inner sum, then (a):

\[
a_i^*(r-\hat N)a_k=r\,a_i^*a_k-a_i^*(a_k\hat N-a_k)=(r+1)\,a_i^*a_k-a_i^*a_k\hat N .
\]

The complex structure and the two matrices enter the code here. `oneMatrix a w` is \(g\), and `particleHole a w` is \(G\), with pairs of modes as row and column labels.

```lean
variable [Algebra ℂ A]

/-- The one-particle density matrix `g(i,k) = w(a_i* a_k)`. -/
def oneMatrix (a : Fin r → A) (w : A →ₗ[ℂ] ℂ) : Matrix (Fin r) (Fin r) ℂ :=
  fun i k => w (star (a i) * a k)

/-- The particle-hole matrix `G(ij,kl) = w(a_i* a_j a_l* a_k)`, indexed by pairs of modes. -/
def particleHole (a : Fin r → A) (w : A →ₗ[ℂ] ℂ) :
    Matrix (Fin r × Fin r) (Fin r × Fin r) ℂ :=
  fun p q => w (star (a p.1) * a p.2 * star (a q.2) * a q.1)
```

The `calc` block then follows the calculation above: its first step isolates the hole sum, and its second applies (b) and (a).

```lean
/-- For modes that obey the CAR, summing `a_i* a_j a_j* a_k` over the inner mode `j` gives
`(r + 1) a_i* a_k - a_i* a_k Nop`. -/
theorem sum_inner {a : Fin r → A} (h : IsCAR a) (i k : Fin r) :
    ∑ j, star (a i) * a j * star (a j) * a k
      = ((r : ℂ) + 1) • (star (a i) * a k) - star (a i) * a k * numberOp a := by
  have hr : star (a i) * (r : A) = (r : ℂ) • star (a i) := by
    rw [Nat.cast_smul_eq_nsmul, nsmul_eq_mul]
    exact (Nat.cast_commute r _).eq.symm
  calc ∑ j, star (a i) * a j * star (a j) * a k
      = star (a i) * (∑ j, a j * star (a j)) * a k := by
        rw [Finset.mul_sum, Finset.sum_mul]
        simp only [mul_assoc]
    _ = ((r : ℂ) + 1) • (star (a i) * a k) - star (a i) * a k * numberOp a := by
        rw [sum_holes h, mul_sub, sub_mul, hr, mul_assoc (star (a i)) (numberOp a),
          numberOp_mul_annihilator h, mul_sub, smul_mul_assoc, add_smul, one_smul,
          ← mul_assoc (star (a i))]
        abel
```

## (e) Two contractions and the trace

For a normalised \(w\) with sharp particle number \(N\), show that

\[
\sum_jG(ij,kj)=(r-N+1)\,g(i,k),\qquad \sum_kG(ij,kk)=N\,g(i,j),
\]
\[
\operatorname{tr}G=N(r-N+1).
\]

**Solution.** Apply \(w\) to (d). The number condition with \(x=a_i^*a_k\) gives

\[
\sum_jG(ij,kj)=(r+1)\,g(i,k)-N\,g(i,k).
\]

For the second contraction, the sum over \(k\) builds \(\hat N\) at the right-hand end:

\[
\sum_k w(a_i^*a_ja_k^*a_k)=w(a_i^*a_j\hat N)=N\,g(i,j).
\]

For the trace, set \(k=i\) in the first contraction and sum over \(i\). The number condition with \(x=1\) gives \(\sum_ig(i,i)=w(\hat N)=N\,w(1)=N\), hence

\[
\operatorname{tr}G=\sum_{i,j}G(ij,ij)=(r-N+1)\sum_ig(i,i)=N(r-N+1).
\]

In the theorem, `h1` is the normalisation and `hN` the number condition; only the trace needs `h1`. The facts `hole` and `tr` are the first contraction and \(\operatorname{tr}g=N\). `N` is typed as a complex number, although the CAR in fact restrict it to the integers from \(0\) to \(r\), a restriction that the theorem neither uses nor states.

In electronic-structure methods that vary reduced density matrices, these are linear equalities that \(G\) and \(g\) must satisfy at fixed particle number, where \(r\) counts the orthonormal spin orbitals of the basis. They are necessary conditions and do not settle whether a given \(G\) comes from an \(N\)-particle state.

```lean
/-- For `r` CAR modes and a normalised linear functional `w` with `w(x Nop) = N w(x)` for all
`x`, the particle-hole matrix contracts to `(r - N + 1) g` over the hole index and to `N g` over
a particle-hole pair, and its trace is `N (r - N + 1)`. -/
theorem particleHole_contractions {a : Fin r → A} (h : IsCAR a) {w : A →ₗ[ℂ] ℂ} {N : ℂ}
    (h1 : w 1 = 1) (hN : ∀ x, w (x * numberOp a) = N * w x) :
    (∀ i k, ∑ j, particleHole a w (i, j) (k, j) = (r - N + 1) * oneMatrix a w i k) ∧
    (∀ i j, ∑ k, particleHole a w (i, j) (k, k) = N * oneMatrix a w i j) ∧
    (particleHole a w).trace = N * (r - N + 1) := by
  have hole : ∀ i k, ∑ j, particleHole a w (i, j) (k, j)
      = (r - N + 1) * oneMatrix a w i k := by
    intro i k
    simp only [particleHole, oneMatrix]
    rw [← map_sum, sum_inner h, map_sub, map_smul, hN, smul_eq_mul]
    ring
  refine ⟨hole, fun i j => ?_, ?_⟩
  · -- the pair sum builds the number operator on the right
    have e : ∑ k, star (a i) * a j * star (a k) * a k = star (a i) * a j * numberOp a := by
      rw [numberOp, Finset.mul_sum]
      simp only [mul_assoc]
    simp only [particleHole, oneMatrix]
    rw [← map_sum, e, hN]
  · -- the trace of the one-particle matrix is the particle number
    have tr : ∑ i, oneMatrix a w i i = N := by
      have e := hN 1
      rw [one_mul, h1, mul_one, numberOp, map_sum] at e
      exact e
    simp only [Matrix.trace, Matrix.diag_apply, Fintype.sum_prod_type]
    rw [Finset.sum_congr rfl fun i _ => hole i i, ← Finset.mul_sum, tr]
    ring
```

## (f) Contracting the particle index

Under the same conditions, show that

\[
\sum_iG(ij,il)=N\delta_{jl}-(N-1)\,g(l,j).
\]

**Solution.** Apply \(w\) to (c). The first term gives \(w(\delta_{jl}\hat N)=N\delta_{jl}w(1)=N\delta_{jl}\). The bracket gives \(N\,g(l,j)-g(l,j)\), and subtracting it yields the result. The indices of \(g\) come out in the order \(l,j\).

The fact `d` evaluates \(w\) on the Kronecker delta, which is where normalisation enters.

```lean
/-- For CAR modes and a normalised linear functional `w` with `w(x Nop) = N w(x)` for all `x`,
contracting the particle-hole matrix over the particle index gives `N delta_jl - (N - 1) g(l,j)`. -/
theorem particleHole_particle_contraction {a : Fin r → A} (h : IsCAR a) {w : A →ₗ[ℂ] ℂ}
    {N : ℂ} (h1 : w 1 = 1) (hN : ∀ x, w (x * numberOp a) = N * w x) (j l : Fin r) :
    ∑ i, particleHole a w (i, j) (i, l)
      = N * (if j = l then 1 else 0) - (N - 1) * oneMatrix a w l j := by
  have d : w (if j = l then 1 else 0) = if j = l then 1 else 0 := by
    split_ifs <;> simp [h1]
  simp only [particleHole, oneMatrix]
  rw [← map_sum, sum_outer h, map_sub, map_sub, hN, hN, d]
  ring
```

## (g) One particle shared by two modes

Let \(e_0,e_1,e_2,e_3\) be the states empty, first mode filled, second mode filled, both filled. Let the nonzero actions of the annihilators be

\[
a_0e_1=e_0,\quad a_0e_3=e_2,\quad a_1e_2=e_0,\quad a_1e_3=-e_1 .
\]

For \(\psi=(e_1+e_2)/\sqrt2\) and \(w(x)=\langle\psi|x\psi\rangle\), verify the CAR and

\[
w(1)=1,\qquad w(x\hat N)=w(x)\ \text{ for all }x .
\]

**Solution.** Both annihilators square to zero. On \(e_3\), \(a_0a_1\) gives \(-e_0\) and \(a_1a_0\) gives \(e_0\); on the other basis states both products vanish.

For equal modes, \(a_i^*a_i\) projects onto the states with mode \(i\) filled and \(a_ia_i^*\) onto those with it empty, so they add to \(1\). For different modes, \(a_0a_1^*\) sends \(e_1\) to \(-e_2\), \(a_1^*a_0\) sends \(e_1\) to \(e_2\), and both vanish on the other basis states. The remaining relation is the adjoint of this one.

In this basis

\[
w(x)=\tfrac12(x_{11}+x_{12}+x_{21}+x_{22}),
\]

so \(w(1)=1\). Since \(\hat N=\operatorname{diag}(0,1,1,2)\), multiplying by \(\hat N\) from the right leaves columns 1 and 2 of \(x\) unchanged, and \(w\) reads only those.

Here \(N=1\), every entry of \(g\) is \(\tfrac12\), and (e) gives \(\operatorname{tr}G=2\). The code writes out the matrices and checks the relations entry by entry.

```lean
/-- Two fermion modes as matrices in the basis: empty, first mode filled, second mode filled,
both filled. -/
def twoModes : Fin 2 → Matrix (Fin 4) (Fin 4) ℂ :=
  ![!![0, 1, 0, 0; 0, 0, 0, 0; 0, 0, 0, 1; 0, 0, 0, 0],
    !![0, 0, 1, 0; 0, 0, 0, -1; 0, 0, 0, 0; 0, 0, 0, 0]]

/-- The expectation value in the state of one particle in the equal, in-phase superposition of
the two modes. -/
def sharedParticle : Matrix (Fin 4) (Fin 4) ℂ →ₗ[ℂ] ℂ where
  toFun x := (x 1 1 + x 1 2 + x 2 1 + x 2 2) / 2
  map_add' x y := by
    simp only [Matrix.add_apply]
    ring
  map_smul' c x := by
    simp only [Matrix.smul_apply, smul_eq_mul, RingHom.id_apply]
    ring

/-- The two explicit modes obey the CAR, and the shared-particle state is normalised and has
sharp particle number `N = 1`. -/
theorem particleHole_witness :
    IsCAR twoModes ∧ sharedParticle 1 = 1 ∧
      ∀ x, sharedParticle (x * numberOp twoModes) = 1 * sharedParticle x := by
  refine ⟨⟨fun i j => ?_, fun i j => ?_⟩, ?_, fun x => ?_⟩
  · fin_cases i <;> fin_cases j <;> ext p q <;> fin_cases p <;> fin_cases q <;>
      simp [twoModes]
  · -- write the creators as explicit matrices
    have hs : ∀ m, star (twoModes m) =
        (![!![0, 0, 0, 0; 1, 0, 0, 0; 0, 0, 0, 0; 0, 0, 1, 0],
          !![0, 0, 0, 0; 0, 0, 0, 0; 1, 0, 0, 0; 0, -1, 0, 0]] :
            Fin 2 → Matrix (Fin 4) (Fin 4) ℂ) m := by
      intro m
      fin_cases m <;> ext p q <;> fin_cases p <;> fin_cases q <;>
        simp [twoModes]
    rw [hs]
    fin_cases i <;> fin_cases j <;> ext p q <;> fin_cases p <;> fin_cases q <;>
      simp [twoModes]
  · have e12 : (1 : Matrix (Fin 4) (Fin 4) ℂ) 1 2 = 0 := Matrix.one_apply_ne (by decide)
    have e21 : (1 : Matrix (Fin 4) (Fin 4) ℂ) 2 1 = 0 := Matrix.one_apply_ne (by decide)
    norm_num [sharedParticle, e12, e21]
  · -- the number operator is diagonal in the occupation basis
    have hn : numberOp twoModes = Matrix.diagonal ![0, 1, 1, 2] := by
      ext p q
      fin_cases p <;> fin_cases q <;>
        norm_num [numberOp, twoModes, Matrix.mul_apply, Fin.sum_univ_succ,
          Matrix.star_eq_conjTranspose, Matrix.diagonal_apply]
    rw [hn]
    simp [sharedParticle, Matrix.mul_diagonal]

end

end ParticleHoleContraction
```

```lean
#print axioms ParticleHoleContraction.particleHole_contractions
#print axioms ParticleHoleContraction.particleHole_particle_contraction
```

```
'ParticleHoleContraction.particleHole_contractions' depends on axioms: [propext, Classical.choice, Quot.sound]
'ParticleHoleContraction.particleHole_particle_contraction' depends on axioms: [propext, Classical.choice, Quot.sound]
```

## When only the mean particle number is fixed

Suppose the number condition is weakened to \(w(\hat N)=N\). Take one mode and let \(w\) average the empty and the filled state with equal weights, so that \(N=\tfrac12\). Since \((a_0^*a_0)^2=a_0^*a_0\), the only entry of \(G\) is \(w(a_0^*a_0)=\tfrac12\), whereas \(N(r-N+1)=\tfrac34\). The trace formula fails because the particle number fluctuates.

## Subtracting the product of averages

The particle-hole matrix can also be defined with the averages removed, as \(G'(ij,kl)=G(ij,kl)-g(i,j)\,g(l,k)\). Under the conditions of (e), the pair contraction then becomes \(\sum_kG'(ij,kk)=0\), and the trace becomes \(N(r-N+1)-\operatorname{tr}g^2\). The contractions are then no longer all linear in \(g\): the sum over the hole index acquires the term \(-g^2\).
